# A perturbation smaller than half the gap keeps the spectrum off the circle halfway to the next level

Let H0 be a Hermitian operator on a finite-dimensional complex Hilbert space, and let every eigenvalue of H0 either equal E0 or lie at least d away from it. If an operator V, Hermitian or not, satisfies ‖V‖ < d/2 in the operator norm, then z − H0 − V is invertible at every complex z with |z − E0| = d/2. The strict inequality matters: for H0 = diag(0, d) and V = (id/2)σx with d > 0, the norm is exactly d/2 and invertibility fails at z = d/2.

In Rayleigh–Schrödinger theory, this circle separates the level being corrected from the rest of the spectrum. The result says, for a Hamiltonian in a finite basis, how strong a perturbation may be before an eigenvalue can reach the circle.

## States, gap and resolvent

The state space `E` is a complex inner product space; the theorems about the contour add that its dimension is finite. Operators are continuous linear maps `E →L[ℂ] E`, so `‖V‖` is the operator norm, the largest factor by which V stretches a vector.

```lean
import Mathlib

open Matrix

namespace RayleighSchroedingerContour

noncomputable section

variable {E : Type*} [NormedAddCommGroup E] [InnerProductSpace ℂ E]
```

The gap condition is a statement about eigenvectors: whenever H0 x = μx with x ≠ 0 and μ real, either μ = E0 or |μ − E0| ≥ d. Restricting μ to real values loses nothing for a Hermitian H0. The level E0 may be degenerate, and the condition does not require E0 to be an eigenvalue at all.

```lean
/-- Every real eigenvalue of `H0` either equals `E0` or lies at distance at least `d` from it. -/
def GapAround (H0 : E →L[ℂ] E) (E0 d : ℝ) : Prop :=
  ∀ (μ : ℝ) (x : E), x ≠ 0 → H0 x = (μ : ℂ) • x → μ = E0 ∨ d ≤ |μ - E0|
```

The condition could also have been placed on the spectrum of H0. In finite dimension this would say the same thing. In infinite dimension it would be stronger, because it would also keep continuous spectrum, which has no eigenvectors, out of the gap; an eigenbasis need not exist there, and the spectral theorem could take its place in the proof.

The operator to be inverted is z − H, with z multiplying the identity. Its inverse, where it exists, is the resolvent of H.

```lean
/-- The operator `z - H`, with `z` multiplying the identity. -/
def shift (z : ℂ) (H : E →L[ℂ] E) : E →L[ℂ] E := z • 1 - H
```

## Every unperturbed level is at least d/2 from the circle

Take z with |z − E0| = d/2 and a level μ. If μ = E0, the distance |z − μ| is d/2. Otherwise the triangle inequality gives

d ≤ |μ − E0| ≤ |z − E0| + |z − μ| = d/2 + |z − μ|,

and hence |z − μ| ≥ d/2. The Lean proof splits into the same two cases, and `linarith` does the final subtraction.

```lean
/-- A point of the circle of radius `d/2` about `E0` is at least `d/2` away from `E0` and
from any level separated from `E0` by at least `d`. -/
theorem contour_distance {E0 d μ : ℝ} {z : ℂ} (hz : ‖z - E0‖ = d / 2)
    (hμ : μ = E0 ∨ d ≤ |μ - E0|) : d / 2 ≤ ‖z - μ‖ := by
  rcases hμ with h | h
  · rw [h, hz]
  · have t := norm_sub_le (z - (E0 : ℂ)) (z - (μ : ℂ))
    have e : (z - (E0 : ℂ)) - (z - (μ : ℂ)) = ((μ - E0 : ℝ) : ℂ) := by
      push_cast
      ring
    rw [e, Complex.norm_real, Real.norm_eq_abs, hz] at t
    linarith
```

## A lower bound from the eigenbasis

Because H0 is Hermitian, there is an orthonormal basis of eigenvectors b_i with real eigenvalues ε_i, written `ev i` in the code. The amplitudes of (z − H0)x in this basis are

⟨b_i, (z − H0)x⟩ = z⟨b_i, x⟩ − ⟨H0 b_i, x⟩ = (z − ε_i)⟨b_i, x⟩.

Summing their squared moduli and using the distance bound for each level gives

‖(z − H0)x‖² = Σ_i |z − ε_i|² |⟨b_i, x⟩|² ≥ (d/2)² Σ_i |⟨b_i, x⟩|² = (d/2)² ‖x‖².

Both sides are squares of nonnegative numbers, so

‖(z − H0)x‖ ≥ (d/2)‖x‖.

Hermiticity enters as `IsSymmetric`, the relation ⟨H0 x, y⟩ = ⟨x, H0 y⟩. In the proof, `coeff` is the amplitude formula, `hP` is the expansion of the squared norm, and `Finset.sum_le_sum` compares the two sums term by term.

```lean
/-- For symmetric `H0` satisfying `GapAround H0 E0 d`, and `z` on the circle of radius `d/2` about
`E0`, the unperturbed operator `z - H0` stretches every vector by at least the factor `d/2`. -/
theorem unperturbed_lower_bound [FiniteDimensional ℂ E] {H0 : E →L[ℂ] E} {E0 d : ℝ} {z : ℂ}
    (hH : (H0 : E →ₗ[ℂ] E).IsSymmetric) (hgap : GapAround H0 E0 d)
    (hz : ‖z - E0‖ = d / 2) (x : E) : d / 2 * ‖x‖ ≤ ‖shift z H0 x‖ := by
  have hd : 0 ≤ d / 2 := hz ▸ norm_nonneg _
  -- an orthonormal basis of unperturbed eigenstates
  obtain ⟨b, ev, heig⟩ : ∃ (b : OrthonormalBasis (Fin (Module.finrank ℂ E)) ℂ E)
      (ev : Fin (Module.finrank ℂ E) → ℝ), ∀ i, H0 (b i) = (ev i : ℂ) • b i :=
    ⟨hH.eigenvectorBasis rfl, hH.eigenvalues rfl, fun i => hH.apply_eigenvectorBasis rfl i⟩
  have hP : ∀ y : E, ‖y‖ ^ 2 = ∑ i, ‖inner ℂ (b i) y‖ ^ 2 :=
    fun y => (b.sum_sq_norm_inner_right y).symm
  -- in this basis `z - H0` multiplies each amplitude by `z - ev i`
  have coeff : ∀ i, inner ℂ (b i) (shift z H0 x) = (z - (ev i : ℂ)) * inner ℂ (b i) x := by
    intro i
    have hs : inner ℂ (H0 (b i)) x = inner ℂ (b i) (H0 x) := hH (b i) x
    have hx : shift z H0 x = z • x - H0 x := rfl
    rw [hx, inner_sub_right, inner_smul_right, ← hs, heig i, inner_smul_left,
      Complex.conj_ofReal]
    ring
  have hsq : (d / 2 * ‖x‖) ^ 2 ≤ ‖shift z H0 x‖ ^ 2 := by
    rw [mul_pow, hP x, hP (shift z H0 x), Finset.mul_sum]
    apply Finset.sum_le_sum
    intro i _
    rw [coeff i, norm_mul, mul_pow]
    have hi := contour_distance hz (hgap (ev i) (b i) (b.orthonormal.ne_zero i) (heig i))
    exact mul_le_mul_of_nonneg_right (pow_le_pow_left₀ hd hi 2) (sq_nonneg _)
  exact le_of_abs_le (abs_le_of_sq_le_sq hsq (norm_nonneg _))
```

## The perturbation can remove at most ‖V‖

Since (z − H0 − V)x = (z − H0)x − Vx, the reverse triangle inequality and ‖Vx‖ ≤ ‖V‖‖x‖ give

‖(z − H0 − V)x‖ ≥ ‖(z − H0)x‖ − ‖Vx‖ ≥ (d/2 − ‖V‖)‖x‖.

Only the size of V is used, which is why V need not be Hermitian. The three facts `h1`, `h2` and `h3` are the unperturbed bound, the norm bound on Vx and the reverse triangle inequality.

```lean
/-- For symmetric `H0` satisfying `GapAround H0 E0 d`, and `z` on the circle of radius `d/2` about
`E0`, the norm of `(z - (H0 + V)) x` is at least `(d/2 - ‖V‖) ‖x‖`. -/
theorem perturbed_lower_bound [FiniteDimensional ℂ E] {H0 : E →L[ℂ] E} {E0 d : ℝ} {z : ℂ}
    (hH : (H0 : E →ₗ[ℂ] E).IsSymmetric) (hgap : GapAround H0 E0 d)
    (hz : ‖z - E0‖ = d / 2) (V : E →L[ℂ] E) (x : E) :
    (d / 2 - ‖V‖) * ‖x‖ ≤ ‖shift z (H0 + V) x‖ := by
  have e : shift z (H0 + V) x = shift z H0 x - V x := by
    change z • x - (H0 x + V x) = z • x - H0 x - V x
    abel
  have h1 := unperturbed_lower_bound hH hgap hz x
  have h2 := V.le_opNorm x
  have h3 := norm_sub_norm_le (shift z H0 x) (V x)
  rw [e, sub_mul]
  linarith
```

## From the lower bound to an inverse

Suppose ‖V‖ < d/2 and (z − H0 − V)x = 0. The bound becomes

0 ≥ (d/2 − ‖V‖)‖x‖,

with a positive factor in front, so x = 0. The operator is therefore injective, and in finite dimension an injective operator is also surjective. In Lean, invertibility is `IsUnit`: the operator has a two-sided inverse among the continuous linear maps. No separate hypothesis d > 0 is needed, since ‖V‖ < d/2 already implies it.

```lean
/-- Let `H0` be symmetric and satisfy `GapAround H0 E0 d`. If the perturbation `V`, Hermitian or
not, has operator norm below `d/2`, then `z - (H0 + V)` is invertible at every point of the circle
of radius `d/2` about `E0`. -/
theorem isUnit_on_contour [FiniteDimensional ℂ E] {H0 V : E →L[ℂ] E} {E0 d : ℝ} {z : ℂ}
    (hH : (H0 : E →ₗ[ℂ] E).IsSymmetric) (hgap : GapAround H0 E0 d)
    (hV : ‖V‖ < d / 2) (hz : ‖z - E0‖ = d / 2) : IsUnit (shift z (H0 + V)) := by
  have : CompleteSpace E := FiniteDimensional.complete ℂ E
  -- the lower bound excludes a kernel
  have hinj : Function.Injective (shift z (H0 + V)) := by
    refine (injective_iff_map_eq_zero (shift z (H0 + V))).mpr fun x hx => ?_
    by_contra hne
    have hb := perturbed_lower_bound hH hgap hz V x
    rw [hx, norm_zero] at hb
    have hpos := mul_pos (sub_pos.mpr hV) (norm_pos_iff.mpr hne)
    linarith
  -- in finite dimension an injective operator is onto
  have hsurj : Function.Surjective (shift z (H0 + V)) :=
    (LinearMap.injective_iff_surjective (f := (shift z (H0 + V) : E →ₗ[ℂ] E))).mp hinj
  exact ContinuousLinearMap.isUnit_iff_bijective.mpr ⟨hinj, hsurj⟩
```

Perturbation theory expands in a coupling t that multiplies V. Since ‖tV‖ = |t|‖V‖, the same circle works for every complex t with

|t|‖V‖ < d/2.

```lean
/-- Let `H0` be symmetric and satisfy `GapAround H0 E0 d`. For every complex coupling `t` with `|t|
‖V‖ < d/2`, the operator `z - (H0 + t V)` is invertible on the whole circle of radius `d/2` about
`E0`. -/
theorem isUnit_for_complex_coupling [FiniteDimensional ℂ E] {H0 V : E →L[ℂ] E} {E0 d : ℝ}
    (hH : (H0 : E →ₗ[ℂ] E).IsSymmetric) (hgap : GapAround H0 E0 d)
    {t : ℂ} (ht : ‖t‖ * ‖V‖ < d / 2) :
    ∀ z : ℂ, ‖z - E0‖ = d / 2 → IsUnit (shift z (H0 + t • V)) :=
  fun _ hz => isUnit_on_contour hH hgap (by rwa [norm_smul]) hz
```

This is the input for a contour-integral treatment of the series. Integrating the resolvent counterclockwise around the circle and dividing by 2πi gives the projector, in general not orthogonal, onto the span of the generalized eigenvectors whose eigenvalues lie inside it, and standard complex analysis then yields a power series in t for that projector throughout this disk of couplings; that last argument is not part of the development here.

In a calculation in a finite orthonormal basis, d comes from the unperturbed levels and ‖V‖ is the largest singular value of the matrix of V, or the largest absolute eigenvalue if V is Hermitian. If ‖V‖ < d/2, the smallest singular value of z − H0 − V on the circle is at least d/2 − ‖V‖. A contour-integration eigensolver, which solves linear systems with this matrix at quadrature points on such a circle, then meets no singular system. The test is sufficient only: a larger V may still leave the circle free of eigenvalues.

## Two levels that meet on the circle

The example lives on `EuclideanSpace ℂ (Fin 2)`, the two-component state vectors with their usual Hermitian norm. The map `op` turns a 2 × 2 matrix into an operator on this space, so that norms of matrices are again operator norms.

```lean
/-- The operator on the two-level state space given by a 2 × 2 matrix. -/
def op (A : Matrix (Fin 2) (Fin 2) ℂ) :
    EuclideanSpace ℂ (Fin 2) →L[ℂ] EuclideanSpace ℂ (Fin 2) :=
  Matrix.toEuclideanCLM (n := Fin 2) (𝕜 := ℂ) A
```

The unperturbed Hamiltonian has levels 0 and d, and the reference level is E0 = 0.

```lean
/-- The two-level Hamiltonian `diag(0, d)`. -/
def twoLevel (d : ℝ) : Matrix (Fin 2) (Fin 2) ℂ := !![0, 0; 0, (d : ℂ)]
```

The coupling is (id/2)σx, with the same imaginary number id/2 in both off-diagonal positions. It is non-Hermitian for d ≠ 0: it corresponds to the real coupling (d/2)σx continued to an imaginary strength.

```lean
/-- The non-Hermitian coupling `(i d / 2) σx`. -/
def coupling (d : ℝ) : Matrix (Fin 2) (Fin 2) ℂ :=
  !![0, Complex.I * d / 2; Complex.I * d / 2, 0]
```

This H0 satisfies the hypotheses of the theorem. It is real and diagonal, hence Hermitian. Its square obeys

H0² = d H0,

so an eigenvalue μ obeys μ² = dμ, which leaves μ = 0 or μ = d. The proof checks the matrix identity entry by entry and then applies it to an eigenvector.

```lean
/-- The Hamiltonian `diag(0, d)` is symmetric, and its eigenvalues are `0` or at least `d`
away from `0`. -/
theorem twoLevel_witness (d : ℝ) :
    (op (twoLevel d) : EuclideanSpace ℂ (Fin 2) →ₗ[ℂ] EuclideanSpace ℂ (Fin 2)).IsSymmetric ∧
      GapAround (op (twoLevel d)) 0 d := by
  constructor
  · apply ContinuousLinearMap.isSelfAdjoint_iff_isSymmetric.mp
    have h : star (twoLevel d) = twoLevel d := by
      ext i j
      fin_cases i <;> fin_cases j <;> simp [twoLevel]
    change star (op (twoLevel d)) = op (twoLevel d)
    unfold op
    rw [← map_star, h]
  · intro μ x hx h
    -- `H0² = d H0` forces `μ² = d μ`
    have hm : twoLevel d * twoLevel d = (d : ℂ) • twoLevel d := by
      ext i j
      fin_cases i <;> fin_cases j <;> simp [twoLevel, Matrix.mul_apply, Fin.sum_univ_succ]
    have ho : op (twoLevel d) * op (twoLevel d) = (d : ℂ) • op (twoLevel d) := by
      unfold op
      rw [← map_mul, hm, map_smul]
    have h2 : op (twoLevel d) (op (twoLevel d) x) = (d : ℂ) • op (twoLevel d) x :=
      DFunLike.congr_fun ho x
    rw [h, map_smul, h, smul_smul, smul_smul] at h2
    have h3 : (μ : ℂ) * μ = d * μ := smul_left_injective ℂ hx h2
    have h4 : μ * μ = d * μ := by exact_mod_cast h3
    have h5 : μ * (μ - d) = 0 := by linarith
    rcases mul_eq_zero.mp h5 with h6 | h6
    · exact Or.inl h6
    · right
      rw [sub_zero, sub_eq_zero.mp h6]
      exact le_abs_self d
```

For the norm, σx² = 1 gives

V†V = (−id/2)(id/2)σx² = (d/2)² · 1.

Since ‖V‖² = ‖V†V‖, it follows that ‖V‖ = d/2 for d ≥ 0. The perturbation thus sits exactly at the bound that the theorem excludes.

```lean
/-- For `d ≥ 0`, the coupling `(i d / 2) σx` has operator norm exactly `d/2`. -/
theorem norm_coupling {d : ℝ} (hd : 0 ≤ d) : ‖op (coupling d)‖ = d / 2 := by
  have h2 : (starRingEnd ℂ) 2 = 2 := map_ofNat (starRingEnd ℂ) 2
  have hm : star (coupling d) * coupling d = (((d / 2) ^ 2 : ℝ) : ℂ) • 1 := by
    ext i j
    fin_cases i <;> fin_cases j <;>
      simp [coupling, Matrix.star_eq_conjTranspose, Matrix.mul_apply, Fin.sum_univ_two, h2] <;>
      linear_combination (-(d : ℂ) ^ 2 / 4) * Complex.I_sq
  have ho : star (op (coupling d)) * op (coupling d) = (((d / 2) ^ 2 : ℝ) : ℂ) • 1 := by
    unfold op
    rw [← map_star, ← map_mul, hm, map_smul, map_one]
  have h := CStarRing.norm_star_mul_self (x := op (coupling d))
  rw [ho, norm_smul, norm_one, Complex.norm_real, Real.norm_of_nonneg (sq_nonneg _)] at h
  exact (sq_eq_sq₀ (norm_nonneg _) (by positivity)).mp (by linarith)
```

The point z = d/2 lies on the circle |z| = d/2. There the operator N = z − H0 − V has the matrix

N = (d/2) [[1, −i], [−i, −1]],

with rows listed in order. Its diagonal entries show that N ≠ 0 when d > 0, while multiplication gives N² = 0. If N were invertible, it could be cancelled from N·N = N·0, leaving N = 0, a contradiction. A nonzero 2 × 2 matrix whose square vanishes is a Jordan block in a suitable basis, so the two levels have merged at d/2 and only one eigenvector direction is left.

```lean
/-- For `d > 0` and `diag(0, d)` perturbed by `(i d / 2) σx`, the operator `z - H0 - V` at `z = d/2`
is nonzero, squares to zero and is not invertible. -/
theorem contour_bound_sharp {d : ℝ} (hd : 0 < d) :
    shift ((d : ℂ) / 2) (op (twoLevel d) + op (coupling d)) ≠ 0 ∧
    shift ((d : ℂ) / 2) (op (twoLevel d) + op (coupling d)) ^ 2 = 0 ∧
    ¬ IsUnit (shift ((d : ℂ) / 2) (op (twoLevel d) + op (coupling d))) := by
  let M : Matrix (Fin 2) (Fin 2) ℂ :=
    ((d : ℂ) / 2) • 1 - (twoLevel d + coupling d)
  have hN : shift ((d : ℂ) / 2) (op (twoLevel d) + op (coupling d)) = op M := by
    unfold shift op
    rw [map_sub, map_smul, map_one, map_add]
  have hM : M * M = 0 := by
    ext i j
    fin_cases i <;> fin_cases j <;>
      simp [M, twoLevel, coupling, Matrix.mul_apply, Fin.sum_univ_two, Matrix.one_apply] <;>
      first
        | ring1
        | linear_combination ((d : ℂ) ^ 2 / 4) * Complex.I_sq
  have hsq : op M * op M = 0 := by
    unfold op
    rw [← map_mul, hM, map_zero]
  have hne : op M ≠ 0 := by
    intro h
    have h0 : M = 0 := (Matrix.toEuclideanCLM (n := Fin 2) (𝕜 := ℂ)).injective
      (h.trans (map_zero _).symm)
    have h1 := congrFun (congrFun h0 0) 0
    simp [M, twoLevel, coupling, hd.ne'] at h1
  rw [hN]
  refine ⟨hne, by rw [pow_two, hsq], fun hu => hne ?_⟩
  -- an invertible operator could be cancelled from `N * N = 0`
  exact hu.mul_left_cancel (hsq.trans (mul_zero _).symm)
```

The merging can be followed by giving the coupling a complex strength t. The secular determinant is

det(z − H0 − tV) = z(z − d) + t²d²/4 = (z − d/2)² − (d/2)²(1 − t²),

and its zeros are

z = d/2 ± (d/2)√(1 − t²).

For d > 0 the two energies have square-root branch points at t = ±1, where |t|‖V‖ = d/2. In this two-level model, the points where the energies cease to be analytic in t therefore lie on the edge of the disk of couplings covered by the theorem. The code proves the determinant identity for every real d and all complex t and z; the zeros are read off from it.

```lean
/-- The secular determinant of `diag(0, d) + t (i d / 2) σx` is
`(z - d/2)² - (d/2)² (1 - t²)` for every complex coupling `t`. -/
theorem secular_determinant (d : ℝ) (t z : ℂ) :
    (z • (1 : Matrix (Fin 2) (Fin 2) ℂ) - (twoLevel d + t • coupling d)).det =
      (z - d / 2) ^ 2 - ((d : ℂ) / 2) ^ 2 * (1 - t ^ 2) := by
  simp [Matrix.det_fin_two, twoLevel, coupling]
  linear_combination (-(t ^ 2 * (d : ℂ) ^ 2 / 4)) * Complex.I_sq

end

end RayleighSchroedingerContour
```

```lean
#print axioms RayleighSchroedingerContour.perturbed_lower_bound
-- 'RayleighSchroedingerContour.perturbed_lower_bound' depends on axioms: [propext, Classical.choice, Quot.sound]
#print axioms RayleighSchroedingerContour.isUnit_for_complex_coupling
-- 'RayleighSchroedingerContour.isUnit_for_complex_coupling' depends on axioms: [propext, Classical.choice, Quot.sound]
#print axioms RayleighSchroedingerContour.contour_bound_sharp
-- 'RayleighSchroedingerContour.contour_bound_sharp' depends on axioms: [propext, Classical.choice, Quot.sound]
#print axioms RayleighSchroedingerContour.secular_determinant
-- 'RayleighSchroedingerContour.secular_determinant' depends on axioms: [propext, Classical.choice, Quot.sound]
```
